# No first-order Rayleigh–Schrödinger correction for a Jordan block perturbed in its corner

Take two levels with the operator

$$H(t)=\begin{pmatrix}0&1\\ t&0\end{pmatrix}.$$

At $t=0$ both eigenvalues are zero, but there is only one eigenvector up to scaling, $\psi_0=(1,0)$. How does its energy move when $t$ is switched on? Perturbation theory tries $E=tE_1+\dots$ and $\psi=\psi_0+t\psi_1+\dots$. With $\psi_1=(a,b)$, the terms linear in $t$ give

$$(b,0)+(0,1)=(E_1,0).$$

The second component reads $1=0$, whatever $E_1$ is. The exact energies satisfy $E^2=t$, so they grow like a square root. For every size $N\ge2$, with the perturbation in the bottom-left corner, the first-order equation again has no solution, and the exact energies satisfy $E^N=t$.

Defective points of this kind can occur in non-Hermitian effective Hamiltonians, such as those used for resonances; the model here is a single finite Jordan block. The reduction of a physical Hamiltonian to such an isolated block is a separate step, which the theorems do not supply.

## The operators and the first-order equation

```lean
import Mathlib

open Matrix Polynomial

namespace DefectivePerturbation

noncomputable section

/-- The nilpotent Jordan block of size `N = n + 2`, with ones just above the diagonal. -/
def jordan (n : ℕ) : Matrix (Fin (n + 2)) (Fin (n + 2)) ℂ :=
  Matrix.of fun i j => if (i : ℕ) + 1 = (j : ℕ) then 1 else 0
```

The size is $N=n+2$, so every natural number `n` gives $N\ge2$. The type `Fin (n + 2)` holds the indices $0,\dots,n+1$, and the prose below counts from zero as well. The matrix $J$ has $J_{ij}=1$ if $i+1=j$ and $0$ otherwise. Its only eigenvalue is zero, which fixes the origin of energy.

```lean
/-- The perturbation with a single 1 in the bottom-left corner. -/
def corner (n : ℕ) : Matrix (Fin (n + 2)) (Fin (n + 2)) ℂ :=
  Matrix.of fun i j => if i = Fin.last (n + 1) ∧ j = 0 then 1 else 0
```

This is the perturbation $V$. Its only non-zero entry is $V_{n+1,0}=1$, and `Fin.last (n + 1)` is the last index.

```lean
/-- The unperturbed state `ψ₀ = e₁`, the first basis vector. -/
def refState (n : ℕ) : Fin (n + 2) → ℂ := Pi.single 0 1
```

The reference state is the first basis vector, usually written $e_1$, with its 1 at index 0. It is normalised. The subscript in $\psi_0$ counts the order of perturbation theory, not a component.

```lean
/-- The first-order Rayleigh-Schroedinger equation `H₀ ψ₁ + W ψ₀ = E₀ ψ₁ + E₁ ψ₀`. -/
def FirstOrderEquation {m : ℕ} (H₀ W : Matrix (Fin m) (Fin m) ℂ) (E₀ : ℂ)
    (ψ₀ : Fin m → ℂ) (E₁ : ℂ) (ψ₁ : Fin m → ℂ) : Prop :=
  H₀ *ᵥ ψ₁ + W *ᵥ ψ₀ = E₀ • ψ₁ + E₁ • ψ₀
```

Collecting the terms linear in $t$ in $(H_0+tW)\psi=E\psi$ gives

$$H_0\psi_1+W\psi_0=E_0\psi_1+E_1\psi_0.$$

The definition names this equation for any matrices $H_0$ and $W$. A `Prop` is a statement that may be true or false; `*ᵥ` applies a matrix to a vector, and `•` multiplies by a scalar. No normalisation is imposed on $\psi_1$.

## How the matrices act

```lean
/-- The Jordan block moves every component after the first up by one place, drops the first, and
puts zero in the last place. -/
theorem jordan_mulVec (n : ℕ) (v : Fin (n + 2) → ℂ) :
    (∀ i : Fin (n + 1), (jordan n *ᵥ v) i.castSucc = v i.succ) ∧
      (jordan n *ᵥ v) (Fin.last (n + 1)) = 0 := by
  constructor
  · intro i
    simp only [Matrix.mulVec, dotProduct, jordan, Matrix.of_apply]
    rw [Finset.sum_eq_single i.succ]
    · simp
    · intro j _ hj
      rw [if_neg (fun h => hj (Fin.ext h.symm)), zero_mul]
    · intro h
      exact absurd (Finset.mem_univ _) h
  · simp only [Matrix.mulVec, dotProduct, jordan, Matrix.of_apply]
    refine Finset.sum_eq_zero fun j _ => ?_
    have hj : ¬ ((Fin.last (n + 1) : Fin (n + 2)) : ℕ) + 1 = (j : ℕ) := by
      have := j.isLt
      rw [Fin.val_last]
      omega
    rw [if_neg hj, zero_mul]
```

For a vector $v$, the sum $\sum_j J_{ij}v_j$ has at most one non-zero term, so

$$(Jv)_i=v_{i+1}\quad(0\le i\le n),\qquad (Jv)_{n+1}=0.$$

Lean writes the index $i$ as `i.castSucc` and $i+1$ as `i.succ`, both inside the larger index set. The proof picks out the single term with `Finset.sum_eq_single`.

```lean
/-- The perturbed operator `J + tV` moves every component after the first up by one place and feeds
`t` times the first component into the last. -/
theorem perturbed_mulVec (n : ℕ) (t : ℂ) (v : Fin (n + 2) → ℂ) :
    (∀ i : Fin (n + 1), ((jordan n + t • corner n) *ᵥ v) i.castSucc = v i.succ) ∧
      ((jordan n + t • corner n) *ᵥ v) (Fin.last (n + 1)) = t * v 0 := by
  have hV : ∀ i, (corner n *ᵥ v) i = if i = Fin.last (n + 1) then v 0 else 0 := by
    intro i
    by_cases h : i = Fin.last (n + 1) <;> simp [Matrix.mulVec, dotProduct, corner, h]
  constructor
  · intro i
    have hi : i.castSucc ≠ Fin.last (n + 1) := (Fin.castSucc_lt_last i).ne
    rw [Matrix.add_mulVec, Matrix.smul_mulVec, Pi.add_apply, Pi.smul_apply,
      (jordan_mulVec n v).1, hV, if_neg hi, smul_zero, add_zero]
  · rw [Matrix.add_mulVec, Matrix.smul_mulVec, Pi.add_apply, Pi.smul_apply,
      (jordan_mulVec n v).2, hV, if_pos rfl, smul_eq_mul, zero_add]
```

Since $V$ puts $v_0$ into the last place and zero elsewhere, $J+tV$ acts as the same shift, but its last component is $tv_0$. The parameter $t$ may be complex.

## The characteristic polynomial

```lean
/-- The characteristic polynomial of `J + tV` is `x ^ N - t`, with `N = n + 2`. -/
theorem charpoly_perturbed (n : ℕ) (t : ℂ) :
    (jordan n + t • corner n).charpoly = X ^ (n + 2) - C t := by
  have hA : ∀ (i j : Fin (n + 2)) (a b : ℕ), (i : ℕ) = a → (j : ℕ) = b →
      Matrix.charmatrix (jordan n + t • corner n) i j = (if a = b then X else 0) -
        C ((if a + 1 = b then 1 else 0) + t * (if a = n + 1 ∧ b = 0 then 1 else 0)) := by
    rintro i j a b rfl rfl
    simp only [Matrix.charmatrix_apply, Matrix.diagonal_apply, Matrix.add_apply,
      Matrix.smul_apply, jordan, corner, Matrix.of_apply, smul_eq_mul, Fin.ext_iff,
      Fin.val_last]
    rfl
  rw [Matrix.charpoly]
  generalize Matrix.charmatrix (jordan n + t • corner n) = A at hA ⊢
  -- the first column is zero except possibly in its top and bottom entries
  have h0 : A 0 0 = X := by rw [hA 0 0 0 0 rfl rfl]; simp
  have hl : A (Fin.last (n + 1)) 0 = -C t := by
    rw [hA _ 0 (n + 1) 0 rfl rfl]; simp
  have hm : ∀ x : Fin (n + 2), x ≠ 0 ∧ x ≠ Fin.last (n + 1) → A x 0 = 0 := by
    intro x hx
    have hx0 : (x : ℕ) ≠ 0 := fun h => hx.1 (Fin.ext h)
    have hxl : (x : ℕ) ≠ n + 1 := fun h => hx.2 (Fin.ext h)
    rw [hA x 0 x 0 rfl rfl]
    simp [hx0, hxl]
  -- both remaining minors are triangular
  have h1 : (A.submatrix (Fin.succAbove 0) Fin.succ).det = X ^ (n + 1) := by
    rw [Matrix.det_of_isUpperTriangular]
    · have hd : ∀ i : Fin (n + 1), A.submatrix (Fin.succAbove 0) Fin.succ i i = X := by
        intro i
        rw [Matrix.submatrix_apply, hA _ _ (i + 1) (i + 1) (by simp) rfl]
        simp
      simp only [hd, Finset.prod_const, Finset.card_univ, Fintype.card_fin]
    · intro i j hij
      have hij' : (j : ℕ) < i := hij
      rw [Matrix.submatrix_apply, hA _ _ (i + 1) (j + 1) (by simp) rfl,
        if_neg (by omega), if_neg (by omega), if_neg (by omega)]
      simp
  have h2 : (A.submatrix (Fin.last (n + 1)).succAbove Fin.succ).det = (-1) ^ (n + 1) := by
    rw [Matrix.det_of_isLowerTriangular]
    · have hd : ∀ i : Fin (n + 1),
          A.submatrix (Fin.last (n + 1)).succAbove Fin.succ i i = -1 := by
        intro i
        rw [Matrix.submatrix_apply, hA _ _ i (i + 1) (by simp) rfl]
        simp
      simp only [hd, Finset.prod_const, Finset.card_univ, Fintype.card_fin]
    · intro i j hij
      have hij' : (i : ℕ) < j := hij
      rw [Matrix.submatrix_apply, hA _ _ i (j + 1) (by simp) rfl,
        if_neg (by omega), if_neg (by omega), if_neg (by omega)]
      simp
  have hne : (0 : Fin (n + 2)) ≠ Fin.last (n + 1) := (Fin.last_pos).ne
  have e0 : ((0 : Fin (n + 2)) : ℕ) = 0 := rfl
  have hsq : (-1 : ℂ[X]) ^ (n + 1) * (-1) ^ (n + 1) = 1 := by
    rw [← mul_pow]; simp
  rw [Matrix.det_succ_column_zero, Fintype.sum_eq_add 0 (Fin.last (n + 1)) hne
    (fun x hx => by simp only [hm x hx, mul_zero, zero_mul]), h1, h2, h0, hl, e0,
    Fin.val_last]
  linear_combination (-C t) * hsq
```

In Lean `X` is the polynomial variable $x$, and `C t` is the constant polynomial $t$. Let $A=x-J-tV$. Its first column holds $x$ at the top, $-t$ at the bottom and zeros between.

Removing the first column and first row leaves an upper triangular matrix with $x$ on the diagonal and determinant $x^{n+1}$. Removing the first column and last row leaves a lower triangular one with $-1$ on the diagonal and determinant $(-1)^{n+1}$. Hence

$$\det A=x\,x^{n+1}+(-1)^{n+1}(-t)(-1)^{n+1}=x^N-t.$$

In the proof, `hA` gives the entries of $A$, `h1` and `h2` are the two minors, and `Matrix.det_succ_column_zero` is the expansion.

## When the first-order equation can be solved

```lean
/-- For any perturbation `W` of the Jordan block and any prescribed `E₁`, the first-order
equation from `e₁` is solvable exactly when the bottom-left entry of `W` vanishes. -/
theorem firstOrder_solvable_iff (n : ℕ) (W : Matrix (Fin (n + 2)) (Fin (n + 2)) ℂ)
    (E₁ : ℂ) :
    (∃ ψ₁, FirstOrderEquation (jordan n) W 0 (refState n) E₁ ψ₁) ↔
      W (Fin.last (n + 1)) 0 = 0 := by
  have hW : ∀ i, (W *ᵥ refState n) i = W i 0 := by
    intro i
    simp [refState, Matrix.mulVec, dotProduct, Pi.single_apply]
  have hz : refState n (Fin.last (n + 1)) = 0 :=
    Pi.single_eq_of_ne (Fin.last_pos).ne' 1
  constructor
  · rintro ⟨ψ₁, h⟩
    -- the last component of the equation contains neither `ψ₁` nor `E₁`
    have h' := congrFun h (Fin.last (n + 1))
    simpa only [Pi.add_apply, Pi.smul_apply, (jordan_mulVec n ψ₁).2, hW, hz,
      smul_eq_mul, zero_mul, mul_zero, zero_add] using h'
  · intro h
    refine ⟨Fin.cons (α := fun _ => ℂ) 0
      (fun i => E₁ * refState n i.castSucc - W i.castSucc 0), ?_⟩
    unfold FirstOrderEquation
    funext i
    refine Fin.lastCases ?_ (fun k => ?_) i
    · simp only [Pi.add_apply, Pi.smul_apply, (jordan_mulVec n _).2, hW, hz, h,
        smul_eq_mul, zero_mul, mul_zero, add_zero]
    · simp only [Pi.add_apply, Pi.smul_apply, (jordan_mulVec n _).1, hW, Fin.cons_succ,
        smul_eq_mul]
      ring
```

Here $W$ is any perturbation and $E_1$ any prescribed number. With $E_0=0$, the equation in components is

$$(\psi_1)_{i+1}+W_{i0}=E_1\delta_{i0}\quad(0\le i\le n),\qquad W_{n+1,0}=0.$$

The last line contains no unknown, so it is a necessary condition. If it holds, a solution is

$$(\psi_1)_0=0,\qquad(\psi_1)_{i+1}=E_1\delta_{i0}-W_{i0}.$$

The proof reads off the last component with `congrFun` and builds the explicit vector with `Fin.cons`.

When a solution exists, it exists for every $E_1$, so the equation does not determine the energy correction. In the Hermitian case one finds $E_1$ by projecting onto $\psi_0$, which is then also a left eigenvector. Here the left eigenvector of $J$ is the last basis vector, which is orthogonal to $\psi_0$, so projecting onto it removes $E_1$.

```lean
/-- The counterexample: `J + tV` has characteristic polynomial `x ^ N - t` for every `t`,
`e₁` is a state of `J` with energy zero, and the first-order equation from `e₁` has no
solution for any `E₁`. -/
theorem jordan_counterexample (n : ℕ) :
    (∀ t : ℂ, (jordan n + t • corner n).charpoly = X ^ (n + 2) - C t) ∧
      jordan n *ᵥ refState n = 0 ∧
      ∀ E₁ : ℂ, ¬ ∃ ψ₁, FirstOrderEquation (jordan n) (corner n) 0 (refState n) E₁ ψ₁ := by
  refine ⟨charpoly_perturbed n, ?_, fun E₁ h => ?_⟩
  · funext i
    refine Fin.lastCases ?_ (fun k => ?_) i
    · exact (jordan_mulVec n _).2
    · rw [(jordan_mulVec n _).1]
      exact Pi.single_eq_of_ne (Fin.succ_ne_zero k) 1
  · have h' := (firstOrder_solvable_iff n (corner n) E₁).1 h
    simp [corner] at h'
```

This is a counterexample to the claim that every eigenvector has a first-order correction. It collects the characteristic polynomial for every $t$, the fact that $J\psi_0=0$, and the absence of any pair $(E_1,\psi_1)$ solving the first-order equation. The last part follows from the preceding theorem, because $V_{n+1,0}=1\ne0$.

## The exact states and the size of the shift

```lean
/-- The eigenvectors of `J + tV` with eigenvalue `E` are the non-zero multiples of
`(1, E, E², …)`, and they occur exactly when `E ^ N = t`. -/
theorem eigenvector_iff (n : ℕ) (t E : ℂ) (v : Fin (n + 2) → ℂ) :
    (v ≠ 0 ∧ (jordan n + t • corner n) *ᵥ v = E • v) ↔
      (E ^ (n + 2) = t ∧ v 0 ≠ 0 ∧ ∀ i, v i = v 0 * E ^ (i : ℕ)) := by
  obtain ⟨hs, hl⟩ := perturbed_mulVec n t v
  constructor
  · rintro ⟨hv, h⟩
    -- the eigenvalue equation is a recursion for the components
    have hp : ∀ i, v i = v 0 * E ^ (i : ℕ) := by
      intro i
      induction i using Fin.induction with
      | zero => simp
      | succ i ih =>
        have e : ((i.castSucc : Fin (n + 2)) : ℕ) = i := rfl
        rw [← hs i, h, Pi.smul_apply, smul_eq_mul, ih, e, Fin.val_succ, pow_succ]
        ring
    have h0 : v 0 ≠ 0 := fun h0 => hv (funext fun i => by rw [hp i, h0, zero_mul]; rfl)
    refine ⟨mul_left_cancel₀ h0 ?_, h0, hp⟩
    rw [h, Pi.smul_apply, smul_eq_mul, hp (Fin.last (n + 1)), Fin.val_last] at hl
    linear_combination hl
  · rintro ⟨hE, h0, hp⟩
    refine ⟨fun h => h0 (congrFun h 0), funext fun i => ?_⟩
    refine Fin.lastCases ?_ (fun k => ?_) i
    · rw [hl, Pi.smul_apply, smul_eq_mul, hp (Fin.last (n + 1)), Fin.val_last, ← hE]
      ring
    · have e : ((k.castSucc : Fin (n + 2)) : ℕ) = k := rfl
      rw [hs, Pi.smul_apply, smul_eq_mul, hp k.succ, hp k.castSucc, e, Fin.val_succ]
      ring
```

The eigenvalue equation is the recursion $v_{i+1}=Ev_i$, closed by $tv_0=Ev_{n+1}$. The recursion gives $v_i=v_0E^i$. A non-zero $v$ therefore has $v_0\ne0$, and dividing the closing condition by $v_0$ gives $E^N=t$. Conversely, these components satisfy both conditions.

The Lean proof runs the recursion with `Fin.induction` and cancels $v_0$ with `mul_left_cancel₀`. A normalised eigenvector is $(1,E,\dots,E^{n+1})$ divided by $\big(\sum_{i=0}^{n+1}|E|^{2i}\big)^{1/2}$. At $t=0$ only $E=0$ and multiples of $\psi_0$ remain.

```lean
/-- No linear bound holds for the level shift: for every constant `K`, all eigenvalues of
`J + tV` exceed `K |t|` in modulus once `t` is non-zero and small enough. -/
theorem eigenvalue_not_linear (n : ℕ) (K : ℝ) :
    ∃ δ > 0, ∀ t E : ℂ, ∀ v : Fin (n + 2) → ℂ, 0 < ‖t‖ → ‖t‖ < δ → v ≠ 0 →
      (jordan n + t • corner n) *ᵥ v = E • v → K * ‖t‖ < ‖E‖ := by
  have hD : 1 ≤ |K| + 1 := by linarith [abs_nonneg K]
  have hDN : 1 ≤ (|K| + 1) ^ (n + 2) := one_le_pow₀ hD
  have hpos : 0 < (|K| + 1) ^ (n + 2) := by linarith
  refine ⟨1 / (|K| + 1) ^ (n + 2), by positivity, fun t E v ht htδ hv h => ?_⟩
  have hE := ((eigenvector_iff n t E v).1 ⟨hv, h⟩).1
  have hsmall : ‖t‖ * (|K| + 1) ^ (n + 2) < 1 := (lt_div_iff₀ hpos).1 htδ
  have ht1 : ‖t‖ ≤ 1 := by nlinarith
  by_contra hcon
  have hle : ‖E‖ ≤ (|K| + 1) * ‖t‖ := by
    nlinarith [le_abs_self K, not_lt.1 hcon]
  -- a linear bound on `E` would make `t = E ^ N` smaller than itself
  have hpow : ‖t‖ ≤ (|K| + 1) ^ (n + 2) * ‖t‖ ^ (n + 2) := by
    calc ‖t‖ = ‖E‖ ^ (n + 2) := by rw [← norm_pow, hE]
      _ ≤ ((|K| + 1) * ‖t‖) ^ (n + 2) := pow_le_pow_left₀ (norm_nonneg E) hle _
      _ = (|K| + 1) ^ (n + 2) * ‖t‖ ^ (n + 2) := mul_pow _ _ _
  have ht2 : ‖t‖ ^ (n + 2) ≤ ‖t‖ ^ 2 :=
    pow_le_pow_of_le_one ht.le ht1 (by omega)
  have hmul := mul_le_mul_of_nonneg_left ht2 hpos.le
  have hlt := mul_lt_mul_of_pos_right hsmall ht
  nlinarith

end

end DefectivePerturbation
```

For each real $K$ there is a $\delta>0$ such that every eigenvalue satisfies $|E|>K|t|$ when $0<|t|<\delta$. To see this, put $D=|K|+1$ and $\delta=D^{-N}$, and suppose instead that $|E|\le K|t|$. Then $|E|\le D|t|$. Since $|t|\le1$ and $N\ge2$,

$$|t|=|E|^N\le D^N|t|^N\le D^N|t|^2<|t|,$$

a contradiction. The proof opens this argument with `by_contra`; `hpow` and `ht2` are the two middle inequalities, and `nlinarith` closes the chain.

A shift of the form $E_1t$ plus smaller terms would obey a linear bound near $t=0$, so no eigenvalue of $J+tV$ can follow that form. Its modulus is $|t|^{1/N}$.

```lean
#print axioms DefectivePerturbation.firstOrder_solvable_iff
-- 'DefectivePerturbation.firstOrder_solvable_iff' depends on axioms: [propext, Classical.choice, Quot.sound]
#print axioms DefectivePerturbation.jordan_counterexample
-- 'DefectivePerturbation.jordan_counterexample' depends on axioms: [propext, Classical.choice, Quot.sound]
#print axioms DefectivePerturbation.eigenvalue_not_linear
-- 'DefectivePerturbation.eigenvalue_not_linear' depends on axioms: [propext, Classical.choice, Quot.sound]
```
